# Nonzero annihilated states climb to eigenvectors in a factorised hierarchy with positive steps

A particle in a sufficiently deep $-\operatorname{sech}^2x$ well has a Hamiltonian that, after a constant shift, is a product of a first-order operator and its adjoint. Reversing the factors gives a shallower well of the same shape, again up to a constant. Can the levels of the deep well be read off from these constants alone?

Let $V$ be a complex inner-product space of any dimension, not necessarily complete.

```lean
import Mathlib

open Finset

namespace ShapeInvariantHierarchy

noncomputable section

variable {V : Type*} [NormedAddCommGroup V] [InnerProductSpace ℂ V]
```

For each level $k$ take linear maps $A_k,B_k$ on $V$ and put $H_k=B_kA_k$. Assume

$$\langle A_kx,y\rangle=\langle x,B_ky\rangle,\qquad A_kB_k=H_{k+1}+R_k\quad(k<n),$$

with $R_k$ real. The second relation is postulated: it stands for shape invariance, and $R_k$ is the energy offset between neighbouring wells. In `IsHierarchy`, adjointness holds at every level, the second relation only for `k < n`. All maps act on the whole of $V$, so for differential operators $V$ must be a common domain that they preserve.

```lean
/-- A hierarchy of `n` steps: `A k` and `B k` are formally adjoint, and for `k < n` the partner
`A k B k` of the Hamiltonian `B k A k` is the next Hamiltonian shifted by the energy `R k`. -/
structure IsHierarchy (A B : ℕ → V →ₗ[ℂ] V) (R : ℕ → ℝ) (n : ℕ) : Prop where
  adjoint : ∀ k x y, inner ℂ (A k x) y = inner ℂ x (B k y)
  factor : ∀ k, k < n → ∀ x, A k (B k x) = B (k + 1) (A (k + 1) x) + (R k : ℂ) • x
```

Write $\psi_{k,m}=B_kB_{k+1}\cdots B_{k+m-1}v$, with $\psi_{k,0}=v$. This is `ladder B k m v`.

```lean
/-- The ladder state `B k (B (k+1) (⋯ B (k+m-1) v))`, made from `v` by `m` raising maps. -/
def ladder (B : ℕ → V →ₗ[ℂ] V) : ℕ → ℕ → V → V
  | _, 0, v => v
  | k, m + 1, v => B k (ladder B (k + 1) m v)
```

## (a) Energy of a ladder state

Let $k+m\le n$ and $A_{k+m}v=0$. Show that

$$H_k\psi_{k,m}=\Big(\sum_{j=k}^{k+m-1}R_j\Big)\psi_{k,m}.$$

**Solution.** Use induction on $m$. For $m=0$, $A_kv=0$ gives $H_kv=0$, and the sum is empty. For the step, $\psi_{k,m+1}=B_k\varphi$ with $\varphi=\psi_{k+1,m}$. By induction $H_{k+1}\varphi=E\varphi$, where $E=R_{k+1}+\dots+R_{k+m}$. Hence

$$H_kB_k\varphi=B_k(A_kB_k\varphi)=B_k(H_{k+1}\varphi+R_k\varphi)=(E+R_k)B_k\varphi.$$

The Lean proof turns on `induction m generalizing k`. The recursion in `ladder` removes the outermost map and moves the start from $k$ to $k+1$, so the induction hypothesis is needed at a different level. With `generalizing k` it is a statement about all starting levels, and `ih (k + 1)` is available. The equation `e` then aligns the two ways of writing the top level, and `h.factor` performs the exchange above.

```lean
variable {A B : ℕ → V →ₗ[ℂ] V} {R : ℕ → ℝ} {n : ℕ}

/-- In a hierarchy of `n` steps, if `A (k+m)` annihilates `v` and `k + m ≤ n`, the ladder state from
level `k + m` down to level `k` solves the eigenvalue equation of `B k A k` with energy
`R k + ⋯ + R (k+m-1)`. -/
theorem ladder_eigen (h : IsHierarchy A B R n) {v : V} (k m : ℕ) (hk : k + m ≤ n)
    (hv : A (k + m) v = 0) :
    B k (A k (ladder B k m v)) = ((∑ j ∈ Ico k (k + m), R j : ℝ) : ℂ) • ladder B k m v := by
  induction m generalizing k with
  | zero =>
    have hv' : A k v = 0 := hv
    simp [ladder, hv']
  | succ m ih =>
    have e : k + (m + 1) = k + 1 + m := by omega
    rw [e] at hk hv ⊢
    have h1 := ih (k + 1) hk hv
    rw [Finset.sum_eq_sum_Ico_succ_bot (by omega : k < k + 1 + m)]
    simp only [ladder]
    -- exchange `A k B k` for the next Hamiltonian plus the shift
    rw [h.factor k (by omega), h1, ← add_smul, map_smul]
    congr 1
    push_cast
    ring
```

## (b) Norm after one raising step

Let $k<n$ and $H_{k+1}w=Ew$ with $E$ real. Show that

$$\|B_kw\|^2=(E+R_k)\|w\|^2.$$

**Solution.** Move one $B_k$ across the inner product:

$$\langle B_kw,B_kw\rangle=\langle A_kB_kw,w\rangle=\langle(E+R_k)w,w\rangle=(E+R_k)\|w\|^2.$$

The last step uses that $E+R_k$ is real, since Lean's inner product is conjugate-linear in its first argument. The code proves the complex identity `h1` and takes real parts.

```lean
/-- In a hierarchy of `n` steps, if `w` solves the eigenvalue equation of the Hamiltonian at level
`k + 1` with real energy `E`, and `k < n`, then raising it by `B k` multiplies its squared norm by
`E + R k`. -/
theorem norm_sq_raise (h : IsHierarchy A B R n) {k : ℕ} (hk : k < n) {w : V} {E : ℝ}
    (hw : B (k + 1) (A (k + 1) w) = (E : ℂ) • w) :
    ‖B k w‖ ^ 2 = (E + R k) * ‖w‖ ^ 2 := by
  have key : ∀ x : V, (inner ℂ x x : ℂ).re = ‖x‖ ^ 2 :=
    fun x => inner_self_eq_norm_sq (𝕜 := ℂ) x
  have h1 : inner ℂ (B k w) (B k w) = ((E + R k : ℝ) : ℂ) * inner ℂ w w := by
    rw [← h.adjoint k (B k w) w, h.factor k hk, hw, ← add_smul, inner_smul_left]
    simp only [map_add, Complex.conj_ofReal, Complex.ofReal_add]
  have h2 := congrArg Complex.re h1
  rwa [Complex.re_ofReal_mul, key, key] at h2
```

## (c) Norm of the whole ladder state

Under the assumptions of (a), show that

$$\|\psi_{k,m}\|^2=\Big(\prod_{i=k}^{k+m-1}\ \sum_{j=i}^{k+m-1}R_j\Big)\|v\|^2.$$

**Solution.** For $m=0$ the product is $1$. For the step, (a) gives the energy of $\psi_{k+1,m}$, and (b) then yields

$$\|\psi_{k,m+1}\|^2=\Big(\sum_{j=k}^{k+m}R_j\Big)\|\psi_{k+1,m}\|^2.$$

The induction hypothesis supplies the remaining factors. If $\|v\|=1$ and the product $P$ is positive, the normalised state is $\psi_{k,m}/\sqrt P$.

```lean
/-- In a hierarchy of `n` steps, if `A (k+m)` annihilates `v` and `k + m ≤ n`, the squared norm of
the ladder state is that of `v` times the product over `i` from `k` to `k+m-1` of the energies
`R i + ⋯ + R (k+m-1)`. -/
theorem norm_sq_ladder (h : IsHierarchy A B R n) {v : V} (k m : ℕ) (hk : k + m ≤ n)
    (hv : A (k + m) v = 0) :
    ‖ladder B k m v‖ ^ 2 =
      (∏ i ∈ Ico k (k + m), ∑ j ∈ Ico i (k + m), R j) * ‖v‖ ^ 2 := by
  induction m generalizing k with
  | zero => simp [ladder]
  | succ m ih =>
    have e : k + (m + 1) = k + 1 + m := by omega
    rw [e] at hk hv ⊢
    have hlt : k < k + 1 + m := by omega
    rw [Finset.prod_eq_prod_Ico_succ_bot hlt, Finset.sum_eq_sum_Ico_succ_bot hlt]
    simp only [ladder]
    rw [norm_sq_raise h (by omega) (ladder_eigen h (k + 1) m hk hv), ih (k + 1) hk hv]
    ring
```

## (d) A genuine eigenvector

Let $R_k>0$ for all $k<n$, $A_nv=0$ and $v\ne0$. Show that

$$H_0\psi_{0,n}=\Big(\sum_{k=0}^{n-1}R_k\Big)\psi_{0,n},\qquad \psi_{0,n}\neq0.$$

**Solution.** The equation is (a) with $k=0$, $m=n$. In (c) every factor is a nonempty sum of positive numbers, so $\|\psi_{0,n}\|^2>0$.

Positivity matters. On $V=\mathbb C$ take all maps zero, $n=1$, $R_0=0$ and $v=1$. The other hypotheses hold, but $B_0v=0$ is no eigenvector.

`HasEigenvector` contains both the eigenvalue equation and the nonvanishing; `hpos` provides the latter.

```lean
/-- In a hierarchy with positive steps `R k` for `k < n`, a nonzero `v` annihilated by `A n`
gives the eigenvector `B 0 ⋯ B (n-1) v` of `B 0 A 0` with energy `R 0 + ⋯ + R (n-1)`. -/
theorem ladder_hasEigenvector (h : IsHierarchy A B R n) (hR : ∀ k, k < n → 0 < R k)
    {v : V} (hv : A n v = 0) (hne : v ≠ 0) :
    Module.End.HasEigenvector (B 0 ∘ₗ A 0) ((∑ k ∈ range n, R k : ℝ) : ℂ)
      (ladder B 0 n v) := by
  have hv' : A (0 + n) v = 0 := by rwa [Nat.zero_add]
  -- positive steps keep the norm of the ladder state away from zero
  have hpos : 0 < ‖ladder B 0 n v‖ ^ 2 := by
    rw [norm_sq_ladder h 0 n (by omega) hv']
    refine mul_pos (Finset.prod_pos fun i hi =>
      Finset.sum_pos (fun j hj => hR j ?_) ⟨i, ?_⟩) (pow_pos (norm_pos_iff.2 hne) 2)
    · have := Finset.mem_Ico.1 hj
      omega
    · have := Finset.mem_Ico.1 hi
      exact Finset.mem_Ico.2 (by omega)
  refine ⟨Module.End.mem_eigenspace_iff.2 ?_, ?_⟩
  · have h1 := ladder_eigen h 0 n (by omega) hv'
    rw [Finset.range_eq_Ico]
    simpa only [Nat.zero_add, LinearMap.comp_apply] using h1
  · intro h0
    rw [h0] at hpos
    simp at hpos
```

## (e) No other eigenvalues below the top sum

Let $k+m\le n$, $u\ne0$ and $H_ku=Eu$ with $E$ real. Show that

$$E=\sum_{i=k}^{k+j-1}R_i\ \text{ for some } j<m,\qquad\text{or}\qquad E\ge\sum_{i=k}^{k+m-1}R_i.$$

**Solution.** Use induction on $m$. For $m=0$, $E\|u\|^2=\langle u,B_kA_ku\rangle=\|A_ku\|^2$ gives $E\ge0$. For the step, if $A_ku=0$ then $E=0$, the case $j=0$. Otherwise apply $A_k$ to the eigenvalue equation:

$$EA_ku=A_kB_kA_ku=H_{k+1}A_ku+R_kA_ku.$$

So $A_ku$ is an eigenvector of $H_{k+1}$ with energy $E-R_k$. Apply the induction hypothesis and add $R_k$.

The vector and energy change along with the level, hence `generalizing k u E`. The steps need not be positive here. The result restricts eigenvalues without saying that each sum occurs, and it does not address continuous spectrum.

```lean
/-- In a hierarchy of `n` steps, a real eigenvalue of the Hamiltonian at level `k`, with
`k + m ≤ n`, is one of the sums `R k + ⋯ + R (k+j-1)` with `j < m`, or it is at least
`R k + ⋯ + R (k+m-1)`. -/
theorem eigenvalue_dichotomy (h : IsHierarchy A B R n) (k m : ℕ) (hk : k + m ≤ n)
    {u : V} (hu : u ≠ 0) {E : ℝ} (hE : B k (A k u) = (E : ℂ) • u) :
    (∃ j < m, E = ∑ i ∈ Ico k (k + j), R i) ∨ ∑ i ∈ Ico k (k + m), R i ≤ E := by
  induction m generalizing k u E with
  | zero =>
    right
    have key : ∀ x : V, (inner ℂ x x : ℂ).re = ‖x‖ ^ 2 :=
      fun x => inner_self_eq_norm_sq (𝕜 := ℂ) x
    -- the expectation value of `B k A k` is a squared norm
    have h1 : inner ℂ (A k u) (A k u) = (E : ℂ) * inner ℂ u u := by
      rw [h.adjoint k u (A k u), hE, inner_smul_right]
    have h2 := congrArg Complex.re h1
    rw [Complex.re_ofReal_mul, key, key] at h2
    have hp : 0 < ‖u‖ ^ 2 := pow_pos (norm_pos_iff.2 hu) 2
    have h3 : 0 ≤ E := by
      by_contra hneg
      nlinarith [sq_nonneg ‖A k u‖, mul_pos (neg_pos.2 (not_le.1 hneg)) hp]
    simpa using h3
  | succ m ih =>
    by_cases h0 : A k u = 0
    · left
      rw [h0, map_zero] at hE
      have hz : (E : ℂ) = 0 := (smul_eq_zero.1 hE.symm).resolve_right hu
      exact ⟨0, by omega, by simpa using hz⟩
    · -- otherwise `A k u` is an eigenvector one level up, with energy `E - R k`
      have h1 : B (k + 1) (A (k + 1) (A k u)) = ((E - R k : ℝ) : ℂ) • A k u := by
        have h2 := h.factor k (by omega) (A k u)
        rw [hE, map_smul] at h2
        rw [Complex.ofReal_sub, sub_smul, h2, add_sub_cancel_right]
      rcases ih (k + 1) (by omega) h0 h1 with ⟨j, hj, hs⟩ | hs
      · refine Or.inl ⟨j + 1, by omega, ?_⟩
        rw [show k + (j + 1) = k + 1 + j by omega,
          Finset.sum_eq_sum_Ico_succ_bot (by omega : k < k + 1 + j)]
        linarith
      · right
        rw [show k + (m + 1) = k + 1 + m by omega,
          Finset.sum_eq_sum_Ico_succ_bot (by omega : k < k + 1 + m)]
        linarith
```

## (f) Pöschl–Teller levels

Let $R_k=(s-k)^2-(s-k-1)^2$ with $n<s$, $A_nv=0$ and $v\neq0$. Show that $\psi_{0,n}$ is an eigenvector of $H_0$ with energy

$$E_n=s^2-(s-n)^2.$$

**Solution.** The sum of the $R_k$ telescopes to $E_n$. For $k<n$ we have $s-k>1$, so $R_k=2(s-k)-1>0$, and (d) applies.

In units $\hbar^2/2m=1$ (here $m$ is the mass), the physical maps are $A_k=\frac{d}{dx}+(s-k)\tanh x$ and $B_k=-\frac{d}{dx}+(s-k)\tanh x$, with $v=\operatorname{sech}^{s-n}x$. The theorem takes the hierarchy as a hypothesis and does not construct these operators. With these maps $H_0=-\frac{d^2}{dx^2}+s^2-s(s+1)\operatorname{sech}^2x$, so $E_n$ is measured from the ground level. The well $-s(s+1)\operatorname{sech}^2x$ without the constant $s^2$ has the levels $E_n-s^2=-(s-n)^2$, which offer a reference for testing a one-dimensional numerical eigensolver.

```lean
/-- In a hierarchy of `n` steps with the Pöschl–Teller energies `R k = (s-k)² - (s-k-1)²` and
`n < s`, a nonzero `v` annihilated by `A n` gives an eigenvector of `B 0 A 0` with energy
`s² - (s-n)²`. -/
theorem poschlTeller_level {s : ℝ} (hs : (n : ℝ) < s)
    (h : IsHierarchy A B (fun k => (s - k) ^ 2 - (s - k - 1) ^ 2) n)
    {v : V} (hv : A n v = 0) (hne : v ≠ 0) :
    Module.End.HasEigenvector (B 0 ∘ₗ A 0) ((s ^ 2 - (s - n) ^ 2 : ℝ) : ℂ)
      (ladder B 0 n v) := by
  -- the steps telescope
  have hsum : ∀ m : ℕ, ∑ k ∈ range m, ((s - k) ^ 2 - (s - k - 1) ^ 2) =
      s ^ 2 - (s - m) ^ 2 := by
    intro m
    induction m with
    | zero => simp
    | succ m ih =>
      rw [Finset.sum_range_succ, ih]
      push_cast
      ring
  rw [← hsum n]
  refine ladder_hasEigenvector h (fun k hk => ?_) hv hne
  have hk' : (k : ℝ) + 1 ≤ n := by exact_mod_cast hk
  nlinarith
```

## (g) A two-level example

On $\mathbb C^2$ let

$$\begin{aligned}A_0x&=(15x_1,9x_0),&B_0x&=(9x_1,15x_0),\\A_1x&=(5x_1,13x_0),&B_1x&=(13x_1,5x_0),\end{aligned}$$

and $A_kx=B_kx=(0,12x_1)$ for $k\ge2$. Show that they form a hierarchy with $n=2$ and

$$R_0=56,\qquad R_1=25,\qquad A_2(1,0)=0.$$

**Solution.** Each pair consists of mutually transposed real matrices, which gives adjointness. All the products are diagonal:

$$\begin{aligned}A_0B_0&=\operatorname{diag}(225,81),&H_1&=\operatorname{diag}(169,25),\\A_1B_1&=\operatorname{diag}(25,169),&H_2&=\operatorname{diag}(0,144).\end{aligned}$$

The differences are $56$ and $25$ times the identity, and $A_2(1,0)=0$ is immediate. As a check on (d), $B_0B_1(1,0)=(45,0)$, which normalises to $(1,0)$, and $H_0=\operatorname{diag}(81,225)$ has the eigenvalue $81=56+25$ there.

The two families of maps are defined first.

```lean
/-- The map `(x₀, x₁) ↦ (a x₁, b x₀)` on a two-level system. -/
def swapMap (a b : ℝ) : EuclideanSpace ℂ (Fin 2) →ₗ[ℂ] EuclideanSpace ℂ (Fin 2) where
  toFun x := !₂[(a : ℂ) * x 1, (b : ℂ) * x 0]
  map_add' x y := by ext i; fin_cases i <;> simp [mul_add]
  map_smul' c x := by ext i; fin_cases i <;> simp [mul_left_comm]

/-- The map `(x₀, x₁) ↦ (0, c x₁)` on a two-level system. -/
def upperMap (c : ℝ) : EuclideanSpace ℂ (Fin 2) →ₗ[ℂ] EuclideanSpace ℂ (Fin 2) where
  toFun x := !₂[0, (c : ℂ) * x 1]
  map_add' x y := by ext i; fin_cases i <;> simp [mul_add]
  map_smul' c x := by ext i; fin_cases i <;> simp [mul_left_comm]
```

The proof checks adjointness once per family, then the two relations component by component.

```lean
/-- Explicit maps on a two-level system form a hierarchy of two steps with energies 56 and 25,
and the lowering map at level 2 annihilates the nonzero vector `(1, 0)`. -/
theorem isHierarchy_witness :
    IsHierarchy
      (fun k => if k = 0 then swapMap 15 9 else if k = 1 then swapMap 5 13 else upperMap 12)
      (fun k => if k = 0 then swapMap 9 15 else if k = 1 then swapMap 13 5 else upperMap 12)
      (fun k => if k = 0 then 56 else 25) 2 ∧
    upperMap 12 !₂[1, 0] = 0 ∧ (!₂[1, 0] : EuclideanSpace ℂ (Fin 2)) ≠ 0 := by
  have hswap : ∀ (a b : ℝ) (x y : EuclideanSpace ℂ (Fin 2)),
      inner ℂ (swapMap a b x) y = inner ℂ x (swapMap b a y) := by
    intro a b x y
    simp [swapMap, PiLp.inner_apply, Fin.sum_univ_two]
    ring
  have hupper : ∀ (c : ℝ) (x y : EuclideanSpace ℂ (Fin 2)),
      inner ℂ (upperMap c x) y = inner ℂ x (upperMap c y) := by
    intro c x y
    simp [upperMap, PiLp.inner_apply, Fin.sum_univ_two]
    ring
  refine ⟨⟨fun k x y => ?_, fun k hk x => ?_⟩, ?_, fun h0 => ?_⟩
  · split_ifs
    · exact hswap 15 9 x y
    · exact hswap 5 13 x y
    · exact hupper 12 x y
  · interval_cases k
    · ext i
      fin_cases i <;> simp [swapMap] <;> ring
    · ext i
      fin_cases i <;> simp [swapMap, upperMap] <;> ring
  · ext i
    fin_cases i <;> simp [upperMap]
  · have h1 := congrArg (fun x : EuclideanSpace ℂ (Fin 2) => x 0) h0
    simp at h1

end

end ShapeInvariantHierarchy
```

```lean
#print axioms ShapeInvariantHierarchy.ladder_hasEigenvector
-- 'ShapeInvariantHierarchy.ladder_hasEigenvector' depends on axioms: [propext, Classical.choice, Quot.sound]
#print axioms ShapeInvariantHierarchy.eigenvalue_dichotomy
-- 'ShapeInvariantHierarchy.eigenvalue_dichotomy' depends on axioms: [propext, Classical.choice, Quot.sound]
#print axioms ShapeInvariantHierarchy.poschlTeller_level
-- 'ShapeInvariantHierarchy.poschlTeller_level' depends on axioms: [propext, Classical.choice, Quot.sound]
```
